# For two qubits, every finite pure-state ensemble has average concurrence at least $2F-1$, where $F$ is its overlap with a maximally entangled state

A source emits pairs of qubits, and each pair is in one of several pure states $\psi_k$, with probability $p_k$. I don't know which states these are. What I can estimate is the overlap $F=\langle\Omega,\rho\,\Omega\rangle$ of the averaged density matrix $\rho$ with the Bell vector $\Omega=(e_{00}+e_{11})/\sqrt2$. If $F$ is close to 1, the emitted pairs should be strongly entangled on average, however $\rho$ was put together. I believe the precise claim is that the average concurrence is at least $2F-1$. Can this be proved rigorously, with the proof checked by Lean?

## From the overlap to the determinants

Yes, and the bound holds for every maximally entangled reference vector.

Write $\psi_k=\sum_{i,j}(C_k)_{ij}\,e_{ij}$ with $i,j\in\{0,1\}$, and let $\|C\|^2=\sum_{i,j}|C_{ij}|^2$, so that a unit vector has $\|C_k\|^2=1$. Its concurrence is $2|\det C_k|$, which is 0 for a product state and 1 for a maximally entangled one. The density matrix is $\rho=\sum_k p_k\,\psi_k\psi_k^*$. Let $\Omega_U$ be the vector with coefficient matrix $U/\sqrt2$, where $U$ is unitary; $U=1$ gives the Bell vector. From here on $F=\langle\Omega_U,\rho\,\Omega_U\rangle$.

The overlap of the mixture is the weighted sum of squared amplitudes,
$$F=\sum_k p_k\,|\langle\Omega_U,\psi_k\rangle|^2 .$$

Each amplitude is a trace:
$$\langle\Omega_U,\psi_k\rangle=\frac1{\sqrt2}\sum_{i,j}\overline{U_{ij}}\,(C_k)_{ij}=\frac{\operatorname{tr}M_k}{\sqrt2},\qquad M_k=U^*C_k .$$

Since $UU^*=1$, we have $\|M_k\|^2=\operatorname{tr}(C_k^*UU^*C_k)=\|C_k\|^2=1$. With $\sum_k p_k=1$ this gives
$$2F-1=\sum_k p_k\left(|\operatorname{tr}M_k|^2-\|M_k\|^2\right).$$

It remains to bound each bracket. For any $2\times2$ matrix $M$ with entries $m_{ij}$, the triangle inequality gives
$$|m_{00}+m_{11}|^2\le|m_{00}|^2+|m_{11}|^2+2|m_{00}m_{11}| .$$
Subtract $\|M\|^2$, then use $2|m_{01}m_{10}|\le|m_{01}|^2+|m_{10}|^2$ and the reverse triangle inequality:
$$|\operatorname{tr}M|^2-\|M\|^2\le2|m_{00}m_{11}|-2|m_{01}m_{10}|\le2|\det M| .$$

Finally, $UU^*=1$ implies $|\det U|^2=1$, so $|\det M_k|=|\det C_k|$. Multiplying by $p_k\ge0$ and summing yields
$$\sum_k p_k\,2|\det C_k|\ge2F-1 .$$

**Equality.** If $M$ is Hermitian with $\det M\ge0$, its diagonal is real and $m_{10}=\overline{m_{01}}$. Then
$$|\operatorname{tr}M|^2-\|M\|^2=2m_{00}m_{11}-2|m_{01}|^2=2\det M=2|\det M| .$$
The bound is therefore attained when every $M_k$ has this form.

For an example, take $U=1$ and the equal mixture of the two states with coefficients $a$ on $e_{00},e_{11}$ and $\pm b$ on $e_{01},e_{10}$, where $0\le b\le a$ and $a^2+b^2=\tfrac12$. Both vectors have squared norm $2a^2+2b^2=1$ and trace $2a$, so $F=(2a)^2/2=2a^2$. Both have concurrence $2(a^2-b^2)=4a^2-1=2F-1$. As $a^2$ runs from $\tfrac14$ to $\tfrac12$, $F$ takes every value from $\tfrac12$ to 1.

## The Lean file

```lean
import Mathlib

open Matrix

namespace AverageConcurrenceBound

noncomputable section

/-- The two-qubit vector with coefficient matrix `C`. -/
def stateVec (C : Matrix (Fin 2) (Fin 2) ℂ) : Fin 2 × Fin 2 → ℂ := fun q => C q.1 q.2

/-- The squared norm of the two-qubit vector with coefficient matrix `C`. -/
def weight (C : Matrix (Fin 2) (Fin 2) ℂ) : ℝ := ∑ i, ∑ j, ‖C i j‖ ^ 2

/-- The concurrence `2 |det C|` of the pure state with coefficient matrix `C`. -/
def concurrence (C : Matrix (Fin 2) (Fin 2) ℂ) : ℝ := 2 * ‖C.det‖

/-- The density matrix `∑ p_k ψ_k ψ_k^*` of an ensemble of pure two-qubit states. -/
def mixture {ι : Type*} [Fintype ι] (p : ι → ℝ) (C : ι → Matrix (Fin 2) (Fin 2) ℂ) :
    Matrix (Fin 2 × Fin 2) (Fin 2 × Fin 2) ℂ :=
  ∑ k, (p k : ℂ) • vecMulVec (stateVec (C k)) (star (stateVec (C k)))

/-- The overlap `⟨φ, ρ φ⟩` of a density matrix with a vector. -/
def overlap (φ : Fin 2 × Fin 2 → ℂ) (ρ : Matrix (Fin 2 × Fin 2) (Fin 2 × Fin 2) ℂ) : ℝ :=
  (star φ ⬝ᵥ ρ *ᵥ φ).re

/-- The vector with coefficient matrix `U / √2`, maximally entangled when `U` is unitary. -/
def maxEnt (U : Matrix (Fin 2) (Fin 2) ℂ) : Fin 2 × Fin 2 → ℂ :=
  stateVec (((1 / Real.sqrt 2 : ℝ) : ℂ) • U)

/-- The Bell vector `(e00 + e11) / √2`. -/
def bell : Fin 2 × Fin 2 → ℂ :=
  ((1 / Real.sqrt 2 : ℝ) : ℂ) • (Pi.single (0, 0) 1 + Pi.single (1, 1) 1)

/-- The Bell vector has coefficient matrix `1 / √2`. -/
theorem maxEnt_one : maxEnt 1 = bell := by
  ext ⟨i, j⟩
  fin_cases i <;> fin_cases j <;>
    simp [maxEnt, bell, stateVec]

/-- The overlap of a mixture with `φ` is the weighted sum of the squared amplitudes
`|⟨φ, ψ_k⟩|²`. -/
theorem overlap_mixture {ι : Type*} [Fintype ι] (p : ι → ℝ)
    (C : ι → Matrix (Fin 2) (Fin 2) ℂ) (φ : Fin 2 × Fin 2 → ℂ) :
    overlap φ (mixture p C) = ∑ k, p k * ‖star φ ⬝ᵥ stateVec (C k)‖ ^ 2 := by
  have key : star φ ⬝ᵥ mixture p C *ᵥ φ = ∑ k, (p k : ℂ) *
      ((star φ ⬝ᵥ stateVec (C k)) * (star (stateVec (C k)) ⬝ᵥ φ)) := by
    simp only [mixture, dotProduct, Matrix.mulVec, Matrix.sum_apply, Matrix.smul_apply,
      Matrix.vecMulVec_apply, Fintype.sum_prod_type, Fin.sum_univ_two, smul_eq_mul,
      Finset.sum_mul, Finset.mul_sum, ← Finset.sum_add_distrib]
    refine Finset.sum_congr rfl fun k _ => ?_
    ring
  have hconj : ∀ v : Fin 2 × Fin 2 → ℂ, star v ⬝ᵥ φ = star (star φ ⬝ᵥ v) := by
    intro v
    simp only [dotProduct, star_sum, star_mul', Pi.star_apply, star_star]
    exact Finset.sum_congr rfl fun i _ => mul_comm _ _
  rw [overlap, key, Complex.re_sum]
  refine Finset.sum_congr rfl fun k _ => ?_
  rw [hconj, Complex.star_def, Complex.mul_conj, ← Complex.ofReal_mul, Complex.ofReal_re,
    Complex.normSq_eq_norm_sq]

/-- Multiplying the coefficient matrix by `U^*`, with `U` unitary, changes neither the norm of
the state nor its concurrence. -/
theorem rotate_invariant {U : Matrix (Fin 2) (Fin 2) ℂ} (hU : U ∈ unitaryGroup (Fin 2) ℂ)
    (C : Matrix (Fin 2) (Fin 2) ℂ) :
    weight (Uᴴ * C) = weight C ∧ concurrence (Uᴴ * C) = concurrence C := by
  have h : U * Uᴴ = 1 := Matrix.mem_unitaryGroup_iff.mp hU
  have hw : ∀ M : Matrix (Fin 2) (Fin 2) ℂ, weight M = (Mᴴ * M).trace.re := by
    intro M
    simp only [weight, Fin.sum_univ_two, Matrix.trace_fin_two, Matrix.mul_apply,
      Matrix.conjTranspose_apply, Complex.sq_norm, Complex.normSq_apply, Complex.add_re,
      Complex.mul_re, Complex.star_def, Complex.conj_re, Complex.conj_im]
    ring
  constructor
  · rw [hw, hw, Matrix.conjTranspose_mul, Matrix.conjTranspose_conjTranspose,
      Matrix.mul_assoc, ← Matrix.mul_assoc U, h, Matrix.one_mul]
  · -- a unitary matrix has a determinant of modulus one
    have h1 : ‖U.det‖ * ‖U.det‖ = 1 := by
      have h2 := congrArg (fun M => ‖Matrix.det M‖) h
      simpa only [Matrix.det_mul, Matrix.det_conjTranspose, norm_mul, norm_star,
        Matrix.det_one, norm_one] using h2
    have h3 : ‖U.det‖ = 1 := by nlinarith [norm_nonneg U.det]
    rw [concurrence, concurrence, Matrix.det_mul, Matrix.det_conjTranspose, norm_mul,
      norm_star, h3, one_mul]

/-- For an ensemble of unit vectors, `2⟨Ω_U, ρ Ω_U⟩ - 1` is the average of
`|tr M_k|² - ‖M_k‖²` with `M_k = U^* C_k`. -/
theorem two_overlap_sub_one {ι : Type*} [Fintype ι] {p : ι → ℝ}
    {C : ι → Matrix (Fin 2) (Fin 2) ℂ} {U : Matrix (Fin 2) (Fin 2) ℂ}
    (hU : U ∈ unitaryGroup (Fin 2) ℂ) (hsum : ∑ k, p k = 1) (hC : ∀ k, weight (C k) = 1) :
    2 * overlap (maxEnt U) (mixture p C) - 1 =
      ∑ k, p k * (‖(Uᴴ * C k).trace‖ ^ 2 - weight (Uᴴ * C k)) := by
  -- the amplitude with the maximally entangled vector is a trace
  have hamp : ∀ M : Matrix (Fin 2) (Fin 2) ℂ,
      ‖star (maxEnt U) ⬝ᵥ stateVec M‖ ^ 2 = ‖(Uᴴ * M).trace‖ ^ 2 / 2 := by
    intro M
    have h : star (maxEnt U) ⬝ᵥ stateVec M =
        ((1 / Real.sqrt 2 : ℝ) : ℂ) * (Uᴴ * M).trace := by
      simp only [maxEnt, stateVec, dotProduct, Fintype.sum_prod_type, Fin.sum_univ_two,
        Pi.star_apply, Matrix.smul_apply, smul_eq_mul, star_mul', Complex.star_def,
        Complex.conj_ofReal, Matrix.trace_fin_two, Matrix.mul_apply,
        Matrix.conjTranspose_apply]
      ring
    rw [h, norm_mul, mul_pow, Complex.norm_real, Real.norm_eq_abs, sq_abs, div_pow,
      Real.sq_sqrt (by norm_num : (0 : ℝ) ≤ 2)]
    ring
  simp only [overlap_mixture, hamp, (rotate_invariant hU _).1, hC, mul_sub, mul_one,
    Finset.sum_sub_distrib, hsum, Finset.mul_sum]
  congr 1
  refine Finset.sum_congr rfl fun k _ => ?_
  ring

/-- For every two-qubit coefficient matrix, `|tr M|² - ‖M‖²` is at most the concurrence. -/
theorem trace_sq_sub_weight_le (M : Matrix (Fin 2) (Fin 2) ℂ) :
    ‖M.trace‖ ^ 2 - weight M ≤ concurrence M := by
  simp only [weight, concurrence, Fin.sum_univ_two, Matrix.trace_fin_two, Matrix.det_fin_two]
  have h1 := pow_le_pow_left₀ (norm_nonneg _) (norm_add_le (M 0 0) (M 1 1)) 2
  have h2 := norm_sub_norm_le (M 0 0 * M 1 1) (M 0 1 * M 1 0)
  simp only [norm_mul] at h2
  nlinarith [sq_nonneg (‖M 0 1‖ - ‖M 1 0‖)]

/-- For a Hermitian coefficient matrix with non-negative determinant, `|tr M|² - ‖M‖²` equals
the concurrence. -/
theorem trace_sq_sub_weight_eq {M : Matrix (Fin 2) (Fin 2) ℂ} (hM : M.IsHermitian)
    (hdet : 0 ≤ M.det.re) : ‖M.trace‖ ^ 2 - weight M = concurrence M := by
  have him : ∀ i, (M i i).im = 0 := by
    intro i
    have h := congrArg Complex.im (hM.apply i i)
    simp only [Complex.star_def, Complex.conj_im] at h
    linarith
  have h10 : M 1 0 = star (M 0 1) := (hM.apply 1 0).symm
  have hdim : M.det.im = 0 := by
    simp only [Matrix.det_fin_two, Complex.sub_im, Complex.mul_im, h10, Complex.star_def,
      Complex.conj_re, Complex.conj_im, him]
    ring
  have hd : M.det = ((M.det.re : ℝ) : ℂ) := Complex.ext (by simp) (by simp [hdim])
  have hn : ‖M.det‖ = M.det.re := by
    conv_lhs => rw [hd]
    rw [Complex.norm_real, Real.norm_eq_abs, abs_of_nonneg hdet]
  rw [concurrence, hn]
  simp only [weight, Fin.sum_univ_two, Matrix.trace_fin_two, Matrix.det_fin_two,
    Complex.sq_norm, Complex.normSq_apply, Complex.add_re, Complex.add_im, Complex.sub_re,
    Complex.mul_re, h10, Complex.star_def, Complex.conj_re, Complex.conj_im, him]
  ring

/-- In every pure-state decomposition of a two-qubit density matrix `ρ`, the average concurrence
is at least `2⟨Ω_U, ρ Ω_U⟩ - 1`, for every maximally entangled vector `Ω_U`. -/
theorem average_concurrence_ge {ι : Type*} [Fintype ι] {p : ι → ℝ}
    {C : ι → Matrix (Fin 2) (Fin 2) ℂ} {ρ : Matrix (Fin 2 × Fin 2) (Fin 2 × Fin 2) ℂ}
    {U : Matrix (Fin 2) (Fin 2) ℂ} (hU : U ∈ unitaryGroup (Fin 2) ℂ)
    (hρ : ρ = mixture p C) (hp : ∀ k, 0 ≤ p k) (hsum : ∑ k, p k = 1)
    (hC : ∀ k, weight (C k) = 1) :
    ∑ k, p k * concurrence (C k) ≥ 2 * overlap (maxEnt U) ρ - 1 := by
  rw [hρ, two_overlap_sub_one hU hsum hC]
  refine Finset.sum_le_sum fun k _ => mul_le_mul_of_nonneg_left ?_ (hp k)
  rw [← (rotate_invariant hU (C k)).2]
  exact trace_sq_sub_weight_le _

/-- In every pure-state decomposition of a two-qubit density matrix `ρ`, the average concurrence
is at least `2⟨Ω, ρ Ω⟩ - 1` for the Bell vector `Ω = (e00 + e11) / √2`. -/
theorem average_concurrence_ge_bell {ι : Type*} [Fintype ι] {p : ι → ℝ}
    {C : ι → Matrix (Fin 2) (Fin 2) ℂ} {ρ : Matrix (Fin 2 × Fin 2) (Fin 2 × Fin 2) ℂ}
    (hρ : ρ = mixture p C) (hp : ∀ k, 0 ≤ p k) (hsum : ∑ k, p k = 1)
    (hC : ∀ k, weight (C k) = 1) :
    ∑ k, p k * (2 * ‖(C k).det‖) ≥ 2 * overlap bell ρ - 1 := by
  rw [← maxEnt_one]
  exact average_concurrence_ge (one_mem _) hρ hp hsum hC

/-- The average concurrence equals `2⟨Ω_U, ρ Ω_U⟩ - 1` when every `U^* C_k` is Hermitian with
non-negative determinant. -/
theorem average_concurrence_eq {ι : Type*} [Fintype ι] {p : ι → ℝ}
    {C : ι → Matrix (Fin 2) (Fin 2) ℂ} {U : Matrix (Fin 2) (Fin 2) ℂ}
    (hU : U ∈ unitaryGroup (Fin 2) ℂ) (hsum : ∑ k, p k = 1) (hC : ∀ k, weight (C k) = 1)
    (hH : ∀ k, (Uᴴ * C k).IsHermitian) (hdet : ∀ k, 0 ≤ (Uᴴ * C k).det.re) :
    ∑ k, p k * concurrence (C k) = 2 * overlap (maxEnt U) (mixture p C) - 1 := by
  rw [two_overlap_sub_one hU hsum hC]
  refine Finset.sum_congr rfl fun k _ => ?_
  rw [trace_sq_sub_weight_eq (hH k) (hdet k), (rotate_invariant hU (C k)).2]

/-- Two states with coefficients `a` on `e00`, `e11` and `±b` on `e01`, `e10`. -/
def crossedPair (a b : ℝ) : Fin 2 → Matrix (Fin 2) (Fin 2) ℂ :=
  ![!![(a : ℂ), (b : ℂ); (b : ℂ), (a : ℂ)], !![(a : ℂ), -(b : ℂ); -(b : ℂ), (a : ℂ)]]

/-- For `0 ≤ b ≤ a` and `a² + b² = 1/2` the crossed pair consists of unit vectors, and its equal
mixture has Bell overlap `2a²` and average concurrence `2(2a²) - 1`. -/
theorem average_concurrence_witness {a b : ℝ} (hb : 0 ≤ b) (hab : b ≤ a)
    (h : a ^ 2 + b ^ 2 = 1 / 2) :
    (∀ k, weight (crossedPair a b k) = 1) ∧
    overlap bell (mixture (fun _ => 1 / 2) (crossedPair a b)) = 2 * a ^ 2 ∧
    ∑ k, (1 / 2 : ℝ) * concurrence (crossedPair a b k) = 2 * (2 * a ^ 2) - 1 := by
  have hw : ∀ k, weight (crossedPair a b k) = 1 := by
    intro k
    fin_cases k <;> simp [weight, crossedPair, Fin.sum_univ_two] <;> linarith
  have ht : ∀ k, (crossedPair a b k).trace = ((2 * a : ℝ) : ℂ) := by
    intro k
    fin_cases k <;> simp [crossedPair, Matrix.trace_fin_two] <;> ring
  have hd : ∀ k, (crossedPair a b k).det = ((a ^ 2 - b ^ 2 : ℝ) : ℂ) := by
    intro k
    fin_cases k <;> simp [crossedPair, Matrix.det_fin_two] <;> ring
  have hpos : 0 ≤ a ^ 2 - b ^ 2 := by nlinarith
  refine ⟨hw, ?_, ?_⟩
  · have hg := two_overlap_sub_one (p := fun _ : Fin 2 => (1 / 2 : ℝ))
      (C := crossedPair a b) (one_mem (unitaryGroup (Fin 2) ℂ))
      (by rw [Fin.sum_univ_two]; norm_num) hw
    simp only [maxEnt_one, Matrix.conjTranspose_one, Matrix.one_mul, ht, hw,
      Complex.norm_real, Real.norm_eq_abs, sq_abs, Fin.sum_univ_two] at hg
    linarith
  · simp only [concurrence, hd, Complex.norm_real, Real.norm_eq_abs, abs_of_nonneg hpos,
      Fin.sum_univ_two]
    linarith

end

end AverageConcurrenceBound
```

```lean
#print axioms AverageConcurrenceBound.average_concurrence_ge
#print axioms AverageConcurrenceBound.average_concurrence_ge_bell
#print axioms AverageConcurrenceBound.average_concurrence_eq
```

```
'AverageConcurrenceBound.average_concurrence_ge' depends on axioms: [propext, Classical.choice, Quot.sound]
'AverageConcurrenceBound.average_concurrence_ge_bell' depends on axioms: [propext, Classical.choice, Quot.sound]
'AverageConcurrenceBound.average_concurrence_eq' depends on axioms: [propext, Classical.choice, Quot.sound]
```

## How the theorems describe the ensemble

The main statement is `average_concurrence_ge`, and `average_concurrence_ge_bell` is its case for your Bell vector. In words: if $\rho$ is the mixture of finitely many unit vectors with non-negative weights that sum to one, then the weighted sum of their concurrences is at least twice the overlap minus one.

- A two-qubit vector is a function on `Fin 2 × Fin 2`, and `stateVec C` is the vector with coefficient matrix `C`. The ensemble is labelled by an arbitrary finite type `ι`.
- `weight C` is the squared norm $\|C\|^2$, not a probability. The probabilities are `p k`, constrained by `hp` and `hsum`, while `hC` says that the states are normalised.
- `mixture p C` is $\sum_k p_k\psi_k\psi_k^*$, and `hρ` says that $\rho$ has this decomposition. Positivity and unit trace follow from the hypotheses, so they are not assumed separately.
- `overlap φ ρ` is the real part of $\langle\varphi,\rho\varphi\rangle$, with the conjugate on the first argument. For these mixtures the quadratic form is already real.
- `maxEnt U` is $\Omega_U$, and `hU` makes $U$ unitary, which is what makes the vector maximally entangled.

Concurrence is defined here for pure states only, as $2|\det C|$. The concurrence of a mixed state, the minimum of this average over all decompositions, is not defined in the file; since the bound holds for every finite decomposition, it passes to that minimum. Larger local dimensions and continuous ensembles are not covered.

For a two-qubit state, then, a measured overlap above $\tfrac12$ guarantees a positive average concurrence without knowledge of the decomposition. An overlap with $\Omega$ of $\tfrac12$ or less does not decide whether there is any entanglement. For real $\theta$, the product vector $\cos\theta\,e_{00}+\sin\theta\,e_{01}$ has overlap $\tfrac12\cos^2\theta$ and concurrence 0, while $(e^{i\theta}e_{00}+e^{-i\theta}e_{11})/\sqrt2$ has overlap $\cos^2\theta$ and concurrence 1. Every value from 0 to $\tfrac12$ occurs in both families.

## How the proof follows the calculation

`overlap_mixture` is the sum of squared amplitudes. Its step `key` expands the quadratic form into products of two amplitudes, and `hconj` identifies the second factor as the conjugate of the first.

`rotate_invariant` shows that passing from $C$ to $U^*C$ preserves norm and concurrence. The squared norm is rewritten as $\operatorname{tr}(M^*M)$, where $UU^*$ cancels; for the concurrence, taking determinants in $UU^*=1$ gives $|\det U|=1$.

`two_overlap_sub_one` is the formula for $2F-1$. Its step `hamp` is the trace formula for the amplitude, in squared form.

`trace_sq_sub_weight_le` is the matrix inequality. There `h1` is the squared triangle inequality and `h2` the reverse one; `nlinarith` combines them with $(|m_{01}|-|m_{10}|)^2\ge0$.

`average_concurrence_ge` then compares the two sums term by term, using $p_k\ge0$. The Bell case follows from `maxEnt_one`, which identifies $\Omega_U$ at $U=1$ with $\Omega$.

For equality, `trace_sq_sub_weight_eq` does the Hermitian computation and `average_concurrence_eq` sums it; no inequality is multiplied by $p_k$, so non-negative weights are not needed there. `average_concurrence_witness` treats the explicit pair: `hw`, `ht` and `hd` compute its norms, traces and determinants, from which the overlap and the average concurrence follow.

## A product reference vector breaks the bound

Suppose $U$ is not required to be unitary, and take $U=\sqrt2\,\operatorname{diag}(1,0)$. The reference vector is then $e_{00}$, still normalised but not entangled. Let the ensemble consist of the single state $e_{00}$ with probability 1. Its overlap with the reference is 1, so the right-hand side is $2\cdot1-1=1$, while its concurrence is 0. The inequality would read $0\ge1$. In the derivation, it is $\|M_k\|^2=\|C_k\|^2$ that fails: here $\|U^*C\|^2=2$, although $\|C\|^2=1$.
